# Error of the inverse-cubic two-point basis-set extrapolation from an X⁻⁵ term

## Definitions and conventions

The cardinal number X labels a member of a hierarchy of basis sets (2, 3, 4 for double, triple and quadruple zeta), and E(X) is the correlation energy computed with it. Here X is a positive real number, and integers return only in the last theorem. E₀ is the basis-set limit, A and B are real coefficients of either sign that carry the unit of energy, and p and q are natural-number exponents. A power with a symbolic exponent is written X^p. The error of an extrapolated value is that value minus E₀, with its sign.

```lean
import Mathlib

open Filter Topology

namespace BasisSetExtrapolation

noncomputable section
```

The first line loads the mathematical library. The `open` line allows the short names used for limits further down: `Tendsto`, `atTop` and `𝓝`. The namespace prefixes every name in the file with `BasisSetExtrapolation`.

```lean
/-- Energy at cardinal number `X`: the basis-set limit `E0` plus a leading term `A / X^p`
and a further term `B / X^q`. -/
def model (p q : ℕ) (E0 A B X : ℝ) : ℝ := E0 + A / X ^ p + B / X ^ q
```

A definition lists its arguments with their types, then the type of the result after the colon, then the formula after `:=`. The exponents are natural numbers (`ℕ`), everything else is real (`ℝ`), and `E0` is E₀:

    E(X) = E₀ + A/X^p + B/X^q

Arguments follow the function name without brackets or commas. If the last one is left off, `model 3 5 E0 A B` is the function that sends X to E₀ + A/X³ + B/X⁵. This form of E is an assumption. It is not derived from a Hamiltonian or from any property of a basis set, it has exactly two correction terms, and A and B do not depend on X.

```lean
/-- Two-point extrapolation with exponent `p` of the energies `E X` and `E Y`. -/
def extrap (p : ℕ) (E : ℝ → ℝ) (X Y : ℝ) : ℝ :=
  (Y ^ p * E Y - X ^ p * E X) / (Y ^ p - X ^ p)
```

The argument `E : ℝ → ℝ` is any real function of a real variable, so the rule is defined independently of the model:

    E_ext(X, Y) = (Y^p E(Y) − X^p E(X)) / (Y^p − X^p)

It comes from supposing that E(X) = E_ext + a/X^p holds exactly at both points for some constant a. Multiplying by X^p at one point and by Y^p at the other gives X^p E(X) = X^p E_ext + a and Y^p E(Y) = Y^p E_ext + a, and subtraction removes a. With p = 3 this formula is applied to correlation energies in electronic-structure work; the theorems give its error when the energy has one further term B/X⁵ and nothing else.

## The leading term cancels

```lean
/-- For any exponents `p ≥ 1` and `q`, the two-point extrapolation removes the `A / X^p` term
and equals `E0 + B (Y^p/Y^q - X^p/X^q) / (Y^p - X^p)`. -/
theorem extrap_model (p q : ℕ) (hp : p ≠ 0) (E0 A B : ℝ) {X Y : ℝ} (hX : 0 < X)
    (hXY : X < Y) :
    extrap p (model p q E0 A B) X Y
      = E0 + B * (Y ^ p / Y ^ q - X ^ p / X ^ q) / (Y ^ p - X ^ p) := by
  have hY : 0 < Y := hX.trans hXY
  have hD : Y ^ p - X ^ p ≠ 0 := (sub_pos.mpr (pow_lt_pow_left₀ hXY hX.le hp)).ne'
  -- the weighted leading term equals `A` at both points, so it cancels
  have h1 : Y ^ p * (A / Y ^ p) = A := by field_simp
  have h2 : X ^ p * (A / X ^ p) = A := by field_simp
  unfold extrap model
  rw [div_eq_iff hD, add_mul, div_mul_cancel₀ _ hD]
  linear_combination h1 - h2
```

Everything before the last colon of the statement is a variable or a hypothesis. `hp : p ≠ 0` says p ≥ 1, `hX : 0 < X` and `hXY : X < Y` order the two cardinal numbers, and the curly braces around `X Y` mean that Lean reads their values off these hypotheses when the theorem is used. The conclusion is

    E_ext(X, Y) = E₀ + B (Y^p/Y^q − X^p/X^q) / (Y^p − X^p)

The model and the rule share the exponent p, so the rule is matched to the true leading term. The exponent q is unrestricted. For q = p the bracket is 1 − 1 and the value is E₀, and for q = 0 the term B is a constant and the value is E₀ + B. The ratio Y^p/Y^q stands in place of Y^(p−q) because the exponents are natural numbers and p − q may be negative.

By hand, weight each energy:

    Y^p E(Y) = Y^p E₀ + A + B Y^p/Y^q
    X^p E(X) = X^p E₀ + A + B X^p/X^q

Subtract the second line from the first:

    Y^p E(Y) − X^p E(X) = (Y^p − X^p) E₀ + B (Y^p/Y^q − X^p/X^q)

Since 0 < X < Y and p ≥ 1, X^p < Y^p, and division by Y^p − X^p gives the result.

In the proof, after `by`, each `have` records an intermediate fact under a name. `hD` is the nonvanishing of the denominator, obtained from `pow_lt_pow_left₀`, which is where `hp` enters. `h1` and `h2` say that the weighted leading term equals A at each point; `field_simp` clears the denominators. The `rw` line multiplies both sides by Y^p − X^p and so turns the goal into the subtracted line above. `linear_combination h1 - h2` checks that the two sides differ by exactly `h1` minus `h2`, which is the cancellation of A.

## The case p = 3, q = 5

```lean
/-- For `E(X) = E0 + A/X³ + B/X⁵` and `0 < X < Y`, the inverse-cubic two-point value equals
`E0 + B (1/Y² - 1/X²) / (Y³ - X³)`. -/
theorem extrap_cubic (E0 A B : ℝ) {X Y : ℝ} (hX : 0 < X) (hXY : X < Y) :
    extrap 3 (model 3 5 E0 A B) X Y
      = E0 + B * (1 / Y ^ 2 - 1 / X ^ 2) / (Y ^ 3 - X ^ 3) := by
  have hY : 0 < Y := hX.trans hXY
  have h1 : Y ^ 3 / Y ^ 5 = 1 / Y ^ 2 := by field_simp
  have h2 : X ^ 3 / X ^ 5 = 1 / X ^ 2 := by field_simp
  rw [extrap_model 3 5 (by norm_num) E0 A B hX hXY, h1, h2]
```

The statement is the previous one with numbers for the exponents:

    E_ext(X, Y) = E₀ + B (1/Y² − 1/X²) / (Y³ − X³)

By hand, Y³/Y⁵ = 1/Y² and X³/X⁵ = 1/X², since X and Y are nonzero. These are `h1` and `h2`. The last line applies `extrap_model` at 3 and 5, with `norm_num` supplying 3 ≠ 0, and substitutes them. From here on, unless another form of E is stated, E_ext means this case, and ε(X, Y) = E_ext(X, Y) − E₀ is its error.

```lean
/-- The error of the inverse-cubic two-point value is
`-B (X + Y) / (X² Y² (X² + X Y + Y²))`. -/
theorem error_closed_form (E0 A B : ℝ) {X Y : ℝ} (hX : 0 < X) (hXY : X < Y) :
    extrap 3 (model 3 5 E0 A B) X Y - E0
      = -B * (X + Y) / (X ^ 2 * Y ^ 2 * (X ^ 2 + X * Y + Y ^ 2)) := by
  have hY : 0 < Y := hX.trans hXY
  have hD : Y ^ 3 - X ^ 3 ≠ 0 :=
    (sub_pos.mpr (pow_lt_pow_left₀ hXY hX.le (by norm_num))).ne'
  have hS : X ^ 2 * Y ^ 2 * (X ^ 2 + X * Y + Y ^ 2) ≠ 0 := by positivity
  have hX0 : X ≠ 0 := hX.ne'
  have hY0 : Y ≠ 0 := hY.ne'
  -- cross-multiply, clear `1/X²` and `1/Y²`, and check the polynomial identity by expansion
  rw [extrap_cubic E0 A B hX hXY, add_sub_cancel_left, div_eq_div_iff hD hS]
  field_simp
  ring
```

The left side is ε(X, Y), and the claim, for 0 < X < Y, is

    ε(X, Y) = −B (X + Y) / (X² Y² (X² + XY + Y²))

By hand, both differences contain the factor Y − X:

    1/Y² − 1/X² = (X² − Y²)/(X² Y²) = −(Y − X)(X + Y)/(X² Y²)
    Y³ − X³ = (Y − X)(X² + XY + Y²)

The factor is nonzero and cancels in the quotient. Everything that multiplies −B is positive, so for B ≠ 0 the error has the sign opposite to B: a positive X⁻⁵ term, which raises each E(X), puts the extrapolated value below E₀.

Lean does not factorise. It inserts `extrap_cubic`, removes E₀, and cross-multiplies with `div_eq_div_iff hD hS`, where `hD` and `hS` say that the two denominators are nonzero; `positivity` proves the second from the signs of X and Y. After `field_simp` has cleared 1/X² and 1/Y², a polynomial identity remains, and `ring` verifies it by expanding both sides.

## Exactness

```lean
/-- The inverse-cubic two-point value reproduces the limit `E0` exactly if and only if the
coefficient `B` of the `X⁻⁵` term vanishes. -/
theorem extrap_exact_iff (E0 A B : ℝ) {X Y : ℝ} (hX : 0 < X) (hXY : X < Y) :
    extrap 3 (model 3 5 E0 A B) X Y = E0 ↔ B = 0 := by
  have hY : 0 < Y := hX.trans hXY
  have hS : X ^ 2 * Y ^ 2 * (X ^ 2 + X * Y + Y ^ 2) ≠ 0 := by positivity
  constructor
  · intro h
    have h1 := error_closed_form E0 A B hX hXY
    rw [h, sub_self] at h1
    have h2 := (div_eq_zero_iff.mp h1.symm).resolve_right hS
    rcases mul_eq_zero.mp h2 with h3 | h3
    · linarith
    · exfalso
      linarith
  · intro h
    subst h
    have h1 := error_closed_form E0 A 0 hX hXY
    rw [neg_zero, zero_mul, zero_div] at h1
    linarith
```

The symbol `↔` is "if and only if". For any one pair 0 < X < Y,

    E_ext(X, Y) = E₀ if and only if B = 0

and A plays no part. By hand, if ε = 0 then the numerator −B (X + Y) of the closed form vanishes, and X + Y > 0 forces B = 0. Conversely B = 0 makes the closed form zero.

`constructor` splits the equivalence into these two directions, each opened by a dot. In the first, `h1` becomes 0 = −B (X + Y)/(X² Y² (X² + XY + Y²)). A quotient is zero only if its numerator or denominator is, and `hS` excludes the denominator, which leaves `h2`. `mul_eq_zero` then offers −B = 0, from which `linarith` gives the goal B = 0, or X + Y = 0, which `linarith` finds incompatible with the positivity of X and Y. In the second direction `subst` puts 0 in place of B.

## A bound for every pair

```lean
/-- For all `0 < X < Y` the error of the inverse-cubic two-point value is at most
`2 |B| / (3 X⁵)` in magnitude. -/
theorem abs_error_le (E0 A B : ℝ) {X Y : ℝ} (hX : 0 < X) (hXY : X < Y) :
    |extrap 3 (model 3 5 E0 A B) X Y - E0| ≤ 2 * |B| / (3 * X ^ 5) := by
  have hY : 0 < Y := hX.trans hXY
  have hS : 0 < X ^ 2 * Y ^ 2 * (X ^ 2 + X * Y + Y ^ 2) := by positivity
  have hP : 0 < X + Y := by positivity
  have h5 : 0 < 3 * X ^ 5 := by positivity
  rw [error_closed_form E0 A B hX hXY, abs_div, abs_mul, abs_neg, abs_of_pos hS,
    abs_of_pos hP, div_le_div_iff₀ hS h5]
  -- with `Y = X + d` the difference of the two sides has positive coefficients
  obtain ⟨d, hd, rfl⟩ : ∃ d, 0 < d ∧ Y = X + d := ⟨Y - X, by linarith, by ring⟩
  have hpos : 0 ≤ X ^ 2 * (15 * X ^ 3 * d + 20 * X ^ 2 * d ^ 2 + 10 * X * d ^ 3
      + 2 * d ^ 4) := by positivity
  nlinarith [mul_nonneg (abs_nonneg B) hpos]
```

The bars are absolute values, as on paper:

    |ε(X, Y)| ≤ 2|B| / (3X⁵)

The bound depends on the pair only through the smaller cardinal number and holds for every Y > X, near or far, without any assumption that X is large.

By hand, the closed form gives |ε| = |B| (X + Y)/(X² Y² (X² + XY + Y²)). Both denominators are positive, so the claim is equivalent to

    |B| (X + Y) · 3X⁵ ≤ 2|B| X² Y² (X² + XY + Y²)

Put Y = X + d with d > 0. Then X² + XY + Y² = 3X² + 3Xd + d², and

    Y² (X² + XY + Y²) = (X² + 2Xd + d²)(3X² + 3Xd + d²) = 3X⁴ + 9X³d + 10X²d² + 5Xd³ + d⁴
    3X³ (X + Y) = 6X⁴ + 3X³d

Twice the first line minus the second, with the common factor X² restored, is

    2X² Y² (X² + XY + Y²) − 3X⁵ (X + Y) = X² (15X³d + 20X²d² + 10Xd³ + 2d⁴)

The X⁴ terms have cancelled and every remaining coefficient is positive, so the right side is nonnegative, and it stays so after multiplication by |B|.

The long `rw` distributes the absolute value over the quotient and the product, drops it from the positive factors, and cross-multiplies with `div_le_div_iff₀`. The `obtain` line introduces d and replaces Y by X + d everywhere. `hpos` is the nonnegativity of the polynomial just found. `nlinarith` is handed its product with |B|, which equals the right side of the goal minus the left.

## The limit at fixed step

```lean
/-- For a fixed step `h > 0` and `Y = X + h`, the error of the inverse-cubic two-point value
times `X⁵` tends to `-2B/3` as `X → ∞`. -/
theorem scaled_error_tendsto (E0 A B : ℝ) {h : ℝ} (hh : 0 < h) :
    Tendsto (fun X : ℝ => X ^ 5 * (extrap 3 (model 3 5 E0 A B) X (X + h) - E0))
      atTop (𝓝 (-2 * B / 3)) := by
  -- the scaled error is a rational function of `u = 1/X`, continuous at `u = 0`
  have hc : ContinuousAt (fun u : ℝ =>
      -B * (2 + h * u) / ((1 + h * u) ^ 2 * (3 + 3 * h * u + h ^ 2 * u ^ 2))) 0 :=
    ContinuousAt.div (by fun_prop) (by fun_prop) (by norm_num)
  have hlim := hc.tendsto.comp tendsto_inv_atTop_zero
  have hval : -B * (2 + h * 0) / ((1 + h * 0) ^ 2 * (3 + 3 * h * 0 + h ^ 2 * 0 ^ 2))
      = -2 * B / 3 := by ring
  rw [← hval]
  refine hlim.congr' ?_
  filter_upwards [eventually_gt_atTop (0 : ℝ)] with X hX
  have hXY : X < X + h := by linarith
  have hX0 : X ≠ 0 := hX.ne'
  have hS : X ^ 2 * (X + h) ^ 2 * (X ^ 2 + X * (X + h) + (X + h) ^ 2) ≠ 0 := by positivity
  have hT : (1 + h * X⁻¹) ^ 2 * (3 + 3 * h * X⁻¹ + h ^ 2 * X⁻¹ ^ 2) ≠ 0 := by positivity
  rw [error_closed_form E0 A B hX hXY, Function.comp_apply, ← mul_div_assoc,
    div_eq_div_iff hT hS]
  field_simp
  ring
```

`Tendsto f atTop (𝓝 L)` reads "f(X) tends to L as X tends to +∞": `atTop` stands for arbitrarily large X, and `𝓝 L` for the neighbourhoods of L. The expression `fun X : ℝ => …` is the function that sends X to what follows the arrow. The step h is a fixed real number, and `hh` says that it is positive. The statement is

    X⁵ ε(X, X + h) → −2B/3 as X → ∞

The limit does not contain h or A. The theorem concerns a step that stays fixed while X grows; a fixed ratio Y/X is a different regime and is covered only by the closed form and the bound. No rate of approach is stated.

By hand, let u = 1/X, so that Y = X (1 + hu). Then

    X + Y = X (2 + hu)
    X² Y² = X⁴ (1 + hu)²
    X² + XY + Y² = X² (1 + (1 + hu) + (1 + hu)²) = X² (3 + 3hu + h²u²)

The closed form has one power of X above and six below, so

    X⁵ ε(X, X + h) = g(u), with g(u) = −B (2 + hu) / ((1 + hu)² (3 + 3hu + h²u²))

The denominator of g equals 3 at u = 0, so g is continuous there, with g(0) = −2B/3, and u → 0 as X → ∞. Set beside the bound, which says |X⁵ ε| ≤ 2|B|/3, the limit shows that for B ≠ 0 no constant smaller than 2/3 would serve for all pairs.

`hc` is the continuity of g at 0. `ContinuousAt.div` asks for a continuous numerator and a continuous denominator, both settled by `fun_prop`, and for a denominator that is nonzero at 0, settled by `norm_num`. `hlim` composes this with `tendsto_inv_atTop_zero`, the statement 1/X → 0, to get g(1/X) → g(0), and `hval` evaluates g(0). `hlim.congr'` transfers the limit to any function that agrees with g(1/X) for all large enough X, and `filter_upwards` fixes an X > 0 at which to show the agreement. The remaining lines are the rescaling above: insert `error_closed_form`, cross-multiply, clear 1/X and expand.

## Consecutive cardinal numbers

```lean
/-- For consecutive integer cardinal numbers `n` and `n + 1`, the error of the inverse-cubic
two-point value times `n⁵` tends to `-2B/3`. -/
theorem scaled_error_tendsto_consecutive (E0 A B : ℝ) :
    Tendsto (fun n : ℕ =>
        (n : ℝ) ^ 5 * (extrap 3 (model 3 5 E0 A B) (n : ℝ) ((n : ℝ) + 1) - E0))
      atTop (𝓝 (-2 * B / 3)) :=
  (scaled_error_tendsto E0 A B one_pos).comp tendsto_natCast_atTop_atTop

end

end BasisSetExtrapolation
```

```lean
#print axioms BasisSetExtrapolation.extrap_cubic
#print axioms BasisSetExtrapolation.extrap_exact_iff
#print axioms BasisSetExtrapolation.abs_error_le
#print axioms BasisSetExtrapolation.scaled_error_tendsto_consecutive
```

```
'BasisSetExtrapolation.extrap_cubic' depends on axioms: [propext, Classical.choice, Quot.sound]
'BasisSetExtrapolation.extrap_exact_iff' depends on axioms: [propext, Classical.choice, Quot.sound]
'BasisSetExtrapolation.abs_error_le' depends on axioms: [propext, Classical.choice, Quot.sound]
'BasisSetExtrapolation.scaled_error_tendsto_consecutive' depends on axioms: [propext, Classical.choice, Quot.sound]
```

Here n runs over the natural numbers, `(n : ℝ)` is n regarded as a real number, and the claim is

    n⁵ ε(n, n + 1) → −2B/3 as n → ∞

By hand, a limit along real X → ∞ holds along the integers. The proof is that sentence as a single term: `scaled_error_tendsto` with h = 1, where `one_pos` is 0 < 1, composed with `tendsto_natCast_atTop_atTop`, which says that n tends to infinity as a real number. The sequence includes n = 0, where the model divides by zero and Lean assigns such a quotient the value 0; a single term does not affect the limit.

## A numerical instance

Take E₀ = −1 and A = B = 1 in an arbitrary unit of energy, with X = 3 and Y = 4:

    27 E(3) = −27 + 1 + 1/9
    64 E(4) = −64 + 1 + 1/16
    E_ext = (−37 + 1/16 − 1/9)/37 = −1 − 7/5328

The closed form gives the same error, −7/(9 · 16 · 37) = −7/5328 ≈ −0.00131. The unextrapolated error at Y = 4 is 1/64 + 1/1024 = 17/1024 ≈ 0.0166. The X⁻⁵ part of that is 1/1024 ≈ 0.00098, so for this pair the extrapolation removes the A term, reverses the sign of the B contribution and enlarges it. The bound is 2/(3 · 243) = 2/729 ≈ 0.00274, about twice the actual magnitude. The scaled error is 243 · (−7/5328) = −189/592 ≈ −0.319, less than half of the limit −2/3 in magnitude. Evaluating g with h = 1 at u = 1/10 and u = 1/100 gives about −0.524 and −0.650. At cardinal numbers as small as 3 and 4 the closed form is the quantity to use, since the asymptotic constant overestimates the error.

## A remainder in place of B/X⁵

The correction could have been modelled as an unspecified remainder, E(X) = E₀ + A/X³ + r(X), with only |r(X)| ≤ C/X⁵ assumed for some constant C. The comparison that follows is an argument on paper and is not among the theorems above. The A term cancels as before, and

    ε(X, Y) = (Y³ r(Y) − X³ r(X)) / (Y³ − X³)

With Y = X + h the denominator grows as 3hX², while each term of the numerator is bounded only by C/X². This guarantees only an error of at most order X⁻⁴, and a remainder (−1)ⁿ/n⁵ at consecutive integers n would reach that order. The explicit term does better because B/Y² and B/X² nearly cancel, leaving about −2hB/X³. Such a model would assume less about the energies, give a weaker order, and have no limit constant.

## In a calculation

The input is two computed correlation energies and two integers, and the rule for p = 3 can be written as a correction to the value in the larger basis:

    E_ext = E(Y) + w (E(Y) − E(X)), with w = X³/(Y³ − X³)

For X = 3 and Y = 4, w = 27/37, and the two energies enter with weights 64/37 and −27/37. The weights sum to 1, which is why E₀ passes through unchanged, and they do not depend on the system. An independent error δ in E(Y), such as a convergence threshold leaves behind, appears in E_ext as 64δ/37. Two energies determine only two parameters, E_ext and the coefficient a, so B is not available from them, and a numerical value for the error or the bound needs B from another source. A third basis set under the same model would supply it, but three energies then determine E₀ as well.
